# Reversible steps in series with linear fluxes: the steady flux is the difference of the absolute end activities divided by the summed resistances

## Unequal fluxes from a guessed intermediate

Take two reversible steps with end activities 5 and 1 and resistances 1 and 3, where the flux through a step is the activity difference across it divided by its resistance. If the intermediate is given the midpoint activity 3, the first step delivers flux 2 and the second removes only 2/3. The intermediate accumulates, and neither number is the steady rate of the path. The steady rate is the common flux at the intermediate activity that balances the two steps, and it can be found from the end activities and the resistances.

## Steps as resistors

A path has states 0, …, n and steps 0, …, n−1, where step i joins state i to state i+1. State k has absolute activity z_k = exp(μ_k), called its activity below, where μ_k is its chemical potential in units of thermal energy. Step i carries the net flux

J_i = exp(−T_i) (z_i − z_{i+1}).

Here T_i is the standard free energy of the transition state in units of thermal energy. All T_i and μ_k are measured from one reference common to the whole path, not from the preceding intermediate or from each state's own standard state. Two neighbouring states are then in equilibrium when their z values are equal. A rate prefactor shared by all steps is set to 1. Fixed end activities z_0 = a and z_n = b stand for reservoirs that the reaction does not deplete.

For n ≥ 1 and real T_i, a and b, exactly one profile has these end values and equal fluxes. Its common flux is

J = (a − b) / R, with R = ∑ exp(T_i).

With the end activities and the shared prefactor, this turns computed transition-state free energies into a rate for a single unbranched path whose fluxes are linear in the activities. Branching, site blocking and the approach to the steady state in time are not covered.

## Derivation

Multiplying J_i = J by exp(T_i) gives Ohm's law for one step:

z_{i+1} = z_i − J exp(T_i).

Let R_k be the sum of exp(T_i) over i < k, so that R_0 = 0 and R_n = R. Adding the drops from state 0 gives

z_k = z_0 − J R_k.

Conversely, subtracting this equation at neighbouring states returns Ohm's law for each step. At k = n it reads b = a − J R. Since R > 0, this fixes J = (a − b)/R, and hence every activity:

z_k = a − (a − b) R_k / R = [(R − R_k) a + R_k b] / R.

Because 0 ≤ R_k ≤ R, this is a weighted mean, so each z_k lies between a and b.

If T_m is the largest T_i, then exp(T_m) ≤ R ≤ n exp(T_m). For a ≥ b it follows that

exp(−T_m)(a − b)/n ≤ J ≤ exp(−T_m)(a − b).

For given end activities, the highest transition state therefore gives the rate to within a factor n.

In the opening example T_0 = 0 and T_1 = ln 3, so R = 1 + 3 = 4 and J = (5 − 1)/4 = 1. The intermediate has activity 5 − 1 = 4, and the fluxes are 5 − 4 = 1 and (4 − 1)/3 = 1. The bounds are 2/3 and 4/3.

## The statement in Lean

`T : Fin n → ℝ` lists the steps and `z : Fin (n + 1) → ℝ` the states; `i.castSucc` and `i.succ` are the states before and after step `i`. `IsSteady T a b z` fixes both ends and demands equal fluxes for every pair of steps. In `existsUnique_steady`, `∃!` expresses existence and uniqueness of the profile, and the second part gives its flux. In `highest_barrier_bounds`, the highest barrier is the largest `T i` on the common reference, not the largest rise from an intermediate to the next transition state. Activities may be any real numbers; if both ends are nonnegative, `steady_between` makes the whole steady profile nonnegative.

A model with concentrations and separate forward and backward rate constants would also work. For positive constants, rescaling the concentrations along the chain recovers the present form, but the resistances then contain products of rate-constant ratios.

```lean
import Mathlib

open Finset

namespace ReactionPathResistance

noncomputable section

variable {n : ℕ}

/-- Net flux through step `i`, with transition-state free energy `T i` in units of the thermal
energy and absolute activities `z` of the states, all on one common energy reference. -/
def flux (T : Fin n → ℝ) (z : Fin (n + 1) → ℝ) (i : Fin n) : ℝ :=
  Real.exp (-T i) * (z i.castSucc - z i.succ)

/-- Total resistance of the path: the sum of the step resistances `exp (T i)`. -/
def totalResistance (T : Fin n → ℝ) : ℝ := ∑ i, Real.exp (T i)

/-- Resistance of the steps that lie before state `k`. -/
def resistanceUpTo (T : Fin n → ℝ) (k : Fin (n + 1)) : ℝ :=
  ∑ i : Fin n, if (i : ℕ) < (k : ℕ) then Real.exp (T i) else 0

/-- A steady profile has end activities `a` and `b` and the same flux through all steps. -/
def IsSteady (T : Fin n → ℝ) (a b : ℝ) (z : Fin (n + 1) → ℝ) : Prop :=
  z 0 = a ∧ z (Fin.last n) = b ∧ ∀ i j, flux T z i = flux T z j

/-- A path with at least one step has positive total resistance. -/
lemma totalResistance_pos (hn : 0 < n) (T : Fin n → ℝ) : 0 < totalResistance T :=
  Finset.sum_pos (fun i _ => Real.exp_pos (T i)) ⟨⟨0, hn⟩, Finset.mem_univ _⟩

/-- Passing step `j` adds its resistance `exp (T j)` to the resistance already passed. -/
lemma resistanceUpTo_succ (T : Fin n → ℝ) (j : Fin n) :
    resistanceUpTo T j.succ = resistanceUpTo T j.castSucc + Real.exp (T j) := by
  have e1 : (j.succ : ℕ) = (j : ℕ) + 1 := rfl
  have e2 : (j.castSucc : ℕ) = (j : ℕ) := rfl
  have h : ∀ i : Fin n, (if (i : ℕ) < (j.succ : ℕ) then Real.exp (T i) else 0)
      = (if (i : ℕ) < (j.castSucc : ℕ) then Real.exp (T i) else 0)
        + (if i = j then Real.exp (T i) else 0) := by
    intro i
    simp only [e1, e2, Fin.ext_iff]
    split_ifs <;> first | omega | simp
  unfold resistanceUpTo
  rw [Finset.sum_congr rfl (fun i _ => h i), Finset.sum_add_distrib]
  simp

/-- Ohm's law for one step: it carries flux `J` exactly when the activity drops by
`J * exp (T i)` across it. -/
theorem flux_eq_iff (T : Fin n → ℝ) (z : Fin (n + 1) → ℝ) (i : Fin n) (J : ℝ) :
    flux T z i = J ↔ z i.succ = z i.castSucc - J * Real.exp (T i) := by
  have h : Real.exp (-T i) * Real.exp (T i) = 1 := by
    rw [← Real.exp_add]; simp
  unfold flux
  constructor
  · intro e
    linear_combination (-Real.exp (T i)) * e + (z i.castSucc - z i.succ) * h
  · intro e
    linear_combination (-Real.exp (-T i)) * e + J * h

/-- All steps carry the flux `J` exactly when the activity at each state is the initial one
minus `J` times the resistance passed. -/
theorem all_flux_eq_iff (T : Fin n → ℝ) (z : Fin (n + 1) → ℝ) (J : ℝ) :
    (∀ i, flux T z i = J) ↔ ∀ k, z k = z 0 - J * resistanceUpTo T k := by
  constructor
  · intro h k
    -- add up the activity drops from the first state onwards
    induction k using Fin.induction with
    | zero => simp [resistanceUpTo]
    | succ j ih =>
      have hj := (flux_eq_iff T z j J).1 (h j)
      rw [resistanceUpTo_succ]
      linear_combination hj + ih
  · intro h i
    rw [flux_eq_iff]
    have h1 := h i.succ
    rw [resistanceUpTo_succ] at h1
    linear_combination h1 - h i.castSucc

lemma resistanceUpTo_last (T : Fin n → ℝ) :
    resistanceUpTo T (Fin.last n) = totalResistance T := by
  simp [resistanceUpTo, totalResistance]

/-- In a steady profile the flux through each step is the difference of the end activities
divided by the total resistance. -/
theorem steady_flux {T : Fin n → ℝ} {a b : ℝ} {z : Fin (n + 1) → ℝ}
    (h : IsSteady T a b z) (i : Fin n) : flux T z i = (a - b) / totalResistance T := by
  have hn : 0 < n := Nat.lt_of_le_of_lt (Nat.zero_le _) i.isLt
  have hp := (all_flux_eq_iff T z (flux T z i)).1 (fun j => h.2.2 j i) (Fin.last n)
  rw [resistanceUpTo_last, h.1, h.2.1] at hp
  rw [eq_div_iff (totalResistance_pos hn T).ne']
  linarith

/-- For at least one step, a profile is steady exactly when the activity falls from `a` in
proportion to the resistance passed, with slope `(a - b) / totalResistance T`. -/
theorem isSteady_iff (hn : 0 < n) (T : Fin n → ℝ) (a b : ℝ) (z : Fin (n + 1) → ℝ) :
    IsSteady T a b z ↔
      ∀ k, z k = a - (a - b) / totalResistance T * resistanceUpTo T k := by
  constructor
  · intro h k
    have hp := (all_flux_eq_iff T z _).1 (steady_flux h) k
    rw [h.1] at hp
    exact hp
  · intro h
    have h0 : z 0 = a := by
      rw [h 0]; simp [resistanceUpTo]
    have hl : z (Fin.last n) = b := by
      rw [h (Fin.last n), resistanceUpTo_last,
        div_mul_cancel₀ _ (totalResistance_pos hn T).ne']
      ring
    have hf := (all_flux_eq_iff T z ((a - b) / totalResistance T)).2
      (fun k => by rw [h0]; exact h k)
    exact ⟨h0, hl, fun i j => (hf i).trans (hf j).symm⟩

/-- For at least one step and fixed end activities there is exactly one steady profile, and
its common flux is `(a - b) / ∑ i, exp (T i)`. -/
theorem existsUnique_steady (hn : 0 < n) (T : Fin n → ℝ) (a b : ℝ) :
    (∃! z, IsSteady T a b z) ∧
      ∀ z, IsSteady T a b z → ∀ i, flux T z i = (a - b) / ∑ j, Real.exp (T j) :=
  ⟨⟨fun k => a - (a - b) / totalResistance T * resistanceUpTo T k,
    (isSteady_iff hn T a b _).2 (fun _ => rfl),
    fun w hw => funext ((isSteady_iff hn T a b w).1 hw)⟩,
    fun _ hz i => steady_flux hz i⟩

/-- Every activity in a steady profile lies between the two end activities. -/
theorem steady_between (hn : 0 < n) {T : Fin n → ℝ} {a b : ℝ} {z : Fin (n + 1) → ℝ}
    (h : IsSteady T a b z) (k : Fin (n + 1)) : min a b ≤ z k ∧ z k ≤ max a b := by
  have hR := totalResistance_pos hn T
  have h0 : 0 ≤ resistanceUpTo T k := by
    unfold resistanceUpTo
    refine Finset.sum_nonneg fun i _ => ?_
    split_ifs <;> first | exact le_rfl | positivity
  have h1 : 0 ≤ totalResistance T - resistanceUpTo T k := by
    refine sub_nonneg.2 ?_
    unfold resistanceUpTo totalResistance
    refine Finset.sum_le_sum fun i _ => ?_
    split_ifs <;> first | exact le_rfl | positivity
  -- the activity is a weighted mean of the end activities
  have hz : z k * totalResistance T =
      a * (totalResistance T - resistanceUpTo T k) + b * resistanceUpTo T k := by
    rw [(isSteady_iff hn T a b z).1 h k]
    have hc : (a - b) / totalResistance T * totalResistance T = a - b :=
      div_mul_cancel₀ _ hR.ne'
    linear_combination (-resistanceUpTo T k) * hc
  constructor
  · refine le_of_mul_le_mul_right ?_ hR
    nlinarith [mul_le_mul_of_nonneg_right (min_le_left a b) h1,
      mul_le_mul_of_nonneg_right (min_le_right a b) h0]
  · refine le_of_mul_le_mul_right ?_ hR
    nlinarith [mul_le_mul_of_nonneg_right (le_max_left a b) h1,
      mul_le_mul_of_nonneg_right (le_max_right a b) h0]

/-- If step `m` has the highest transition state and `b ≤ a`, the steady flux is at most `exp (-T m)
* (a - b)` and at least this value divided by the number of steps. -/
theorem highest_barrier_bounds {T : Fin n → ℝ} {a b : ℝ} {z : Fin (n + 1) → ℝ}
    (h : IsSteady T a b z) (hab : b ≤ a) (m : Fin n) (hm : ∀ j, T j ≤ T m) (i : Fin n) :
    Real.exp (-T m) * (a - b) / n ≤ flux T z i ∧
      flux T z i ≤ Real.exp (-T m) * (a - b) := by
  have hn : 0 < n := Nat.lt_of_le_of_lt (Nat.zero_le _) m.isLt
  have hn' : (0 : ℝ) < n := Nat.cast_pos.2 hn
  have hR := totalResistance_pos hn T
  have hd : 0 ≤ a - b := sub_nonneg.2 hab
  have hE := (Real.exp_pos (-T m)).le
  have hEF : Real.exp (-T m) * Real.exp (T m) = 1 := by
    rw [← Real.exp_add]; simp
  -- the total resistance lies between the largest one and n times the largest one
  have hlow : Real.exp (T m) ≤ totalResistance T :=
    Finset.single_le_sum (f := fun j => Real.exp (T j))
      (fun j _ => (Real.exp_pos (T j)).le) (Finset.mem_univ m)
  have hupp : totalResistance T ≤ n * Real.exp (T m) := by
    calc totalResistance T ≤ ∑ _j : Fin n, Real.exp (T m) :=
          Finset.sum_le_sum fun j _ => Real.exp_le_exp.2 (hm j)
      _ = n * Real.exp (T m) := by simp
  have h1 : 1 ≤ Real.exp (-T m) * totalResistance T := by
    have := mul_le_mul_of_nonneg_left hlow hE
    linarith
  have h2 : Real.exp (-T m) * totalResistance T ≤ n := by
    have h3 := mul_le_mul_of_nonneg_left hupp hE
    have h4 : Real.exp (-T m) * (n * Real.exp (T m)) = n := by
      linear_combination (n : ℝ) * hEF
    linarith
  rw [steady_flux h i]
  constructor
  · rw [div_le_div_iff₀ hn' hR]
    nlinarith [mul_le_mul_of_nonneg_left h2 hd]
  · rw [div_le_iff₀ hR]
    nlinarith [mul_le_mul_of_nonneg_left h1 hd]

end

end ReactionPathResistance
```

```lean
#print axioms ReactionPathResistance.steady_flux
#print axioms ReactionPathResistance.existsUnique_steady
#print axioms ReactionPathResistance.steady_between
#print axioms ReactionPathResistance.highest_barrier_bounds
```

```
'ReactionPathResistance.steady_flux' depends on axioms: [propext, Classical.choice, Quot.sound]
'ReactionPathResistance.existsUnique_steady' depends on axioms: [propext, Classical.choice, Quot.sound]
'ReactionPathResistance.steady_between' depends on axioms: [propext, Classical.choice, Quot.sound]
'ReactionPathResistance.highest_barrier_bounds' depends on axioms: [propext, Classical.choice, Quot.sound]
```

## How the proof runs

`flux_eq_iff` is Ohm's law for one step; `linear_combination` does the algebra from exp(−T_i) exp(T_i) = 1. `resistanceUpTo_succ` says that R_k grows by one term per step. With it, `all_flux_eq_iff` adds the drops by induction over the states, and subtracts neighbouring equations for the converse.

`steady_flux` evaluates that profile at the last state, where `resistanceUpTo_last` identifies R_n with R and `totalResistance_pos` permits the division. `isSteady_iff` turns steadiness into the explicit formula: one direction supplies the profile for `existsUnique_steady`, the other its uniqueness.

`steady_between` multiplies the weighted mean by R and compares each end with the minimum and maximum. `highest_barrier_bounds` bounds the sum by its largest term and by n copies of it, then inserts both estimates into the flux formula.
